# Energy contraction of relaxed steepest descent for positive definite linear systems

## A harmonic system pulled by a constant force

A harmonic system with force-constant matrix $A$, under a constant external force $b$, has potential energy $\tfrac12\langle x,Ax\rangle-\langle b,x\rangle$ at displacement $x$. The net force is the residual $r=b-Ax$, and equilibrium $x_s$ satisfies $Ax_s=b$. With the error $e=x_s-x$, the potential energy above its minimum is $\tfrac12\langle e,Ae\rangle$.

Steepest descent moves the system along $r$. An exact line search stops where the energy along that line is lowest. Suppose the step is instead $\theta$ times that length, with $\theta$ a relaxation parameter. How much energy is still certain to be removed?

## The bound for one step

Let $A$ be real and symmetric with all eigenvalues in $[m,M]$, where $0<m\le M$. Physically, $m>0$ means that the system has no free or unstable mode, and $M$ bounds its stiffest mode. If $r\neq0$ and $0<\theta<2$, the new error $e'$ satisfies

$$\langle e',Ae'\rangle\le\Bigl(1-\frac{4\theta(2-\theta)mM}{(m+M)^2}\Bigr)\langle e,Ae\rangle<\langle e,Ae\rangle .$$

In Lean this is `relaxed_steepest_descent`. The space `E` is a finite-dimensional real inner product space, `A` is a linear map with `A.IsSymmetric`, and `SpectrumIn A m M` puts every eigenvalue in the interval; the endpoints need not be eigenvalues. The solution `xs` enters through the hypothesis `A xs = b`. The function `energy` is $\langle e,Ae\rangle$ without the factor $\tfrac12$, which cancels in the ratio. `lineStep` is the exact length, `relaxedStep` the new point, and `contraction` the factor in brackets.

The result applies, for example, to the induced-dipole equations of a polarisable force field, provided that they form a finite, real, symmetric positive definite linear system solved in exact arithmetic. Rounding errors and anharmonic energies are not covered.

## From the eigenmodes to the contraction factor

**Two spectral inequalities.** Take an orthonormal eigenbasis $B_i$ with eigenvalues $l_i$, and let $c_i=\langle B_i,e\rangle$. Then

$$\langle e,Ae\rangle=\sum_i l_ic_i^2\ge m\langle e,e\rangle ,$$

so the energy of a nonzero vector is positive. Also $l_i(M-l_i)(l_i-m)\ge0$, that is, $l_i^3+mMl_i\le(m+M)l_i^2$. Multiplying by $c_i^2$, summing, and using $r=Ax_s-Ax=Ae$ gives

$$\langle r,Ar\rangle+mM\langle e,Ae\rangle\le(m+M)\langle r,r\rangle .$$

Since $4ab\le(a+b)^2$, squaring yields the Kantorovich inequality in the form

$$4mM\,\langle r,Ar\rangle\langle e,Ae\rangle\le(m+M)^2\langle r,r\rangle^2 .$$

**The energy along the residual.** A step of length $t$ changes the error to $e-tr$. By symmetry $\langle e,Ar\rangle=\langle Ae,r\rangle=\langle r,r\rangle$, hence

$$\langle e-tr,A(e-tr)\rangle=\langle e,Ae\rangle-2t\langle r,r\rangle+t^2\langle r,Ar\rangle .$$

For $r\ne0$ the minimum lies at $\alpha=\langle r,r\rangle/\langle r,Ar\rangle$. Inserting $t=\theta\alpha$ gives

$$\langle e,Ae\rangle-\langle e',Ae'\rangle=\theta(2-\theta)\frac{\langle r,r\rangle^2}{\langle r,Ar\rangle}.$$

The energy therefore falls exactly when $0<\theta<2$. In that range the Kantorovich inequality bounds the right-hand side below by $\theta(2-\theta)\,4mM\langle e,Ae\rangle/(m+M)^2$, which is the first inequality claimed. Because $r=Ae\neq0$, also $e\neq0$, so this lower bound is positive and the second inequality is strict.

## Many steps, and an error that attains the bound

Let step $k$ use its own parameter $\theta_k\in(0,2)$. The contraction factor is nonnegative, because

$$(m+M)^2-4\theta_k(2-\theta_k)mM=(m-M)^2+4mM(\theta_k-1)^2\ge0 .$$

The one-step bounds can therefore be multiplied, and the energy after $n$ steps is at most the product of the factors for $k=0,\dots,n-1$ times the initial energy. If the residual vanishes on the way, the error has zero energy and the iteration stands still.

Now let $m<M$ both be eigenvalues, with unit eigenvectors $u$ and $v$, and take $e=Mu+mv$. Then $r=mM(u+v)$ and

$$\langle e,Ae\rangle=mM(m+M),\quad \langle r,r\rangle=2m^2M^2,\quad \langle r,Ar\rangle=m^2M^2(m+M).$$

The fraction of energy removed is $4\theta(2-\theta)mM/(m+M)^2$, so the one-step bound is an equality for every $\theta\in(0,2)$. For $\theta=1$ the new error is $\frac{M-m}{M+m}(Mu-mv)$, which has the same form with $-v$ in place of $v$, so exact line searches from this error attain the bound in every step. For other parameters the product bound need not be attained. The corresponding unit vector is $(Mu+mv)/\sqrt{m^2+M^2}$; rescaling the error leaves the fraction unchanged.

## All modes equally stiff

For $m=M$ the operator is $m$ times the identity, and the factor becomes $1-\theta(2-\theta)=(1-\theta)^2$. This is exact: $\alpha=1/m$ and $e'=(1-\theta)e$. The full line-search step, $\theta=1$, reaches equilibrium at once.

## The complete Lean file

```lean
import Mathlib

open Module

namespace RelaxedSteepestDescent

noncomputable section

variable {E : Type*} [NormedAddCommGroup E] [InnerProductSpace ℝ E]

/-- The energy `⟨e, A e⟩` of an error vector `e`. -/
def energy (A : E →ₗ[ℝ] E) (e : E) : ℝ := inner ℝ e (A e)

/-- The residual `b - A x` of the linear system `A x = b`. -/
def residual (A : E →ₗ[ℝ] E) (b x : E) : E := b - A x

/-- The exact line-search length `⟨r, r⟩ / ⟨r, A r⟩` along `r`. -/
def lineStep (A : E →ₗ[ℝ] E) (r : E) : ℝ := inner ℝ r r / inner ℝ r (A r)

/-- One steepest-descent step with `θ` times the exact line-search length. -/
def relaxedStep (A : E →ₗ[ℝ] E) (b : E) (θ : ℝ) (x : E) : E :=
  x + (θ * lineStep A (residual A b x)) • residual A b x

/-- Steepest descent with relaxation parameter `θ k` in step `k`. -/
def relaxedIter (A : E →ₗ[ℝ] E) (b : E) (θ : ℕ → ℝ) (x₀ : E) : ℕ → E
  | 0 => x₀
  | k + 1 => relaxedStep A b (θ k) (relaxedIter A b θ x₀ k)

/-- All eigenvalues of `A` lie in the interval `[m, M]`. -/
def SpectrumIn (A : E →ₗ[ℝ] E) (m M : ℝ) : Prop :=
  ∀ μ : ℝ, End.HasEigenvalue A μ → m ≤ μ ∧ μ ≤ M

/-- The energy contraction factor `1 - 4θ(2 - θ)mM/(m + M)²`. -/
def contraction (m M θ : ℝ) : ℝ := 1 - 4 * θ * (2 - θ) * m * M / (m + M) ^ 2

/-- A symmetric operator with spectrum in `[m, M]` acts on the components along some
orthonormal basis by multiplication with numbers in `[m, M]`. -/
theorem exists_eigenbasis [FiniteDimensional ℝ E] {A : E →ₗ[ℝ] E} {m M : ℝ}
    (hA : A.IsSymmetric) (hS : SpectrumIn A m M) :
    ∃ (B : OrthonormalBasis (Fin (finrank ℝ E)) ℝ E) (l : Fin (finrank ℝ E) → ℝ),
      (∀ i, m ≤ l i ∧ l i ≤ M) ∧
      ∀ i y, inner ℝ (B i) (A y) = l i * inner ℝ (B i) y := by
  refine ⟨hA.eigenvectorBasis rfl, hA.eigenvalues rfl, fun i => ?_, fun i y => ?_⟩
  · have h := hA.hasEigenvalue_eigenvalues rfl i
    exact hS _ (by simpa using h)
  · rw [← hA, hA.apply_eigenvectorBasis, real_inner_smul_left]
    rfl

/-- For a symmetric `A` with all eigenvalues in `[m, M]` and `0 < m`, the quadratic form of `A` is
at least `m` times the squared length, and `⟨Ae, A Ae⟩ + mM ⟨e, Ae⟩ ≤ (m + M) ⟨Ae, Ae⟩`. -/
theorem spectral_bounds [FiniteDimensional ℝ E] {A : E →ₗ[ℝ] E} {m M : ℝ}
    (hA : A.IsSymmetric) (hS : SpectrumIn A m M) (hm : 0 < m) (e : E) :
    m * inner ℝ e e ≤ energy A e ∧
    energy A (A e) + m * M * energy A e ≤ (m + M) * inner ℝ (A e) (A e) := by
  obtain ⟨B, l, hl, hB⟩ := exists_eigenbasis hA hS
  have h : ∀ x y : E, inner ℝ x y = ∑ i, inner ℝ (B i) x * inner ℝ (B i) y := by
    intro x y
    rw [← B.sum_inner_mul_inner x y]
    exact Finset.sum_congr rfl fun i _ => by rw [real_inner_comm x (B i)]
  unfold energy
  constructor
  · rw [h e e, h e (A e)]
    simp only [hB, Finset.mul_sum]
    refine Finset.sum_le_sum fun i _ => ?_
    nlinarith [mul_nonneg (sub_nonneg.2 (hl i).1) (sq_nonneg (inner ℝ (B i) e))]
  · rw [h (A e) (A (A e)), h e (A e), h (A e) (A e)]
    simp only [hB, Finset.mul_sum, ← Finset.sum_add_distrib]
    refine Finset.sum_le_sum fun i _ => ?_
    -- each mode contributes l (M - l) (l - m) c² ≥ 0
    have h0 : 0 ≤ l i := hm.le.trans (hl i).1
    nlinarith [mul_nonneg (mul_nonneg h0 (mul_nonneg (sub_nonneg.2 (hl i).2)
      (sub_nonneg.2 (hl i).1))) (sq_nonneg (inner ℝ (B i) e))]

/-- Along the residual direction the energy of the error is an explicit quadratic in the
step length `t`. -/
theorem energy_along {A : E →ₗ[ℝ] E} (hA : A.IsSymmetric) {b xs : E} (hx : A xs = b)
    (x : E) (t : ℝ) :
    energy A (xs - (x + t • residual A b x)) = energy A (xs - x)
      - 2 * t * inner ℝ (residual A b x) (residual A b x)
      + t ^ 2 * energy A (residual A b x) := by
  have hr : A (xs - x) = residual A b x := by rw [map_sub, hx, residual]
  have hs := hA (xs - x) (residual A b x)
  rw [hr] at hs
  rw [← sub_sub]
  unfold energy
  rw [map_sub A (xs - x), map_smul, hr]
  simp only [inner_sub_left (xs - x), inner_sub_right, real_inner_smul_left,
    real_inner_smul_right]
  linear_combination t * hs

/-- If the residual `r` has `⟨r, A r⟩ > 0`, the exact line-search length minimises the energy of the
error along `r`. -/
theorem lineStep_minimises {A : E →ₗ[ℝ] E} (hA : A.IsSymmetric) {b xs : E}
    (hx : A xs = b) (x : E) (hr : 0 < energy A (residual A b x)) (t : ℝ) :
    energy A (xs - (x + lineStep A (residual A b x) • residual A b x)) ≤
      energy A (xs - (x + t • residual A b x)) := by
  rw [energy_along hA hx, energy_along hA hx]
  have hα : lineStep A (residual A b x) * energy A (residual A b x)
      = inner ℝ (residual A b x) (residual A b x) := div_mul_cancel₀ _ hr.ne'
  rw [← hα]
  nlinarith [mul_nonneg hr.le (sq_nonneg (t - lineStep A (residual A b x)))]

/-- If the residual `r` has `⟨r, A r⟩ ≠ 0`, the energy removed by a relaxed step, times `⟨r, A r⟩`,
equals `θ(2 - θ)⟨r, r⟩²`. -/
theorem energy_gain {A : E →ₗ[ℝ] E} (hA : A.IsSymmetric) {b xs : E} (hx : A xs = b)
    (x : E) (hr : energy A (residual A b x) ≠ 0) (θ : ℝ) :
    (energy A (xs - x) - energy A (xs - relaxedStep A b θ x)) * energy A (residual A b x)
      = θ * (2 - θ) * (inner ℝ (residual A b x) (residual A b x)) ^ 2 := by
  have hα : lineStep A (residual A b x) * energy A (residual A b x)
      = inner ℝ (residual A b x) (residual A b x) := div_mul_cancel₀ _ hr
  rw [relaxedStep, energy_along hA hx, ← hα]
  ring

/-- If the residual `r` has `⟨r, A r⟩ > 0`, a relaxed step lowers the energy of the error exactly
when `0 < θ < 2`. -/
theorem energy_decreases_iff {A : E →ₗ[ℝ] E} (hA : A.IsSymmetric) {b xs : E}
    (hx : A xs = b) (x : E) (hr : 0 < energy A (residual A b x)) (θ : ℝ) :
    energy A (xs - relaxedStep A b θ x) < energy A (xs - x) ↔ 0 < θ ∧ θ < 2 := by
  have hne : residual A b x ≠ 0 := by
    intro h
    simp [h, energy] at hr
  have hrr : 0 < (inner ℝ (residual A b x) (residual A b x)) ^ 2 := by
    have := norm_pos_iff.2 hne
    rw [real_inner_self_eq_norm_sq]
    positivity
  rw [← sub_pos, ← mul_pos_iff_of_pos_right hr, energy_gain hA hx x hr.ne',
    mul_pos_iff_of_pos_right hrr]
  constructor
  · intro h
    constructor <;> nlinarith [sq_nonneg θ, sq_nonneg (θ - 2)]
  · rintro ⟨h0, h2⟩
    exact mul_pos h0 (sub_pos.2 h2)

/-- Relaxed steepest descent: for a nonzero residual and `0 < θ < 2`, one step reduces the
energy of the error at least by the factor `1 - 4θ(2 - θ)mM/(m + M)²`, and this bound lies
strictly below the old energy. -/
theorem relaxed_steepest_descent [FiniteDimensional ℝ E] {A : E →ₗ[ℝ] E} {m M : ℝ}
    (hA : A.IsSymmetric) (hS : SpectrumIn A m M) (hm : 0 < m) (hmM : m ≤ M)
    {b xs x : E} (hx : A xs = b) (hr : residual A b x ≠ 0)
    {θ : ℝ} (h0 : 0 < θ) (h2 : θ < 2) :
    energy A (xs - relaxedStep A b θ x) ≤ contraction m M θ * energy A (xs - x) ∧
    contraction m M θ * energy A (xs - x) < energy A (xs - x) := by
  have hM : 0 < M := hm.trans_le hmM
  have hg : 0 < θ * (2 - θ) := mul_pos h0 (sub_pos.2 h2)
  have hAe : A (xs - x) = residual A b x := by rw [map_sub, hx, residual]
  have pos : ∀ v : E, v ≠ 0 → 0 < energy A v := by
    intro v hv
    have h1 := (spectral_bounds hA hS hm v).1
    have h3 := norm_pos_iff.2 hv
    rw [real_inner_self_eq_norm_sq] at h1
    exact lt_of_lt_of_le (by positivity) h1
  have hra := pos _ hr
  have hee : 0 < energy A (xs - x) := by
    refine pos _ fun h => hr ?_
    rw [← hAe, h, map_zero]
  have hq := (spectral_bounds hA hS hm (xs - x)).2
  rw [hAe] at hq
  have gain := energy_gain hA hx x hra.ne' θ
  have hc : contraction m M θ = 1 - θ * (2 - θ) * (4 * m * M / (m + M) ^ 2) := by
    unfold contraction
    ring
  generalize energy A (residual A b x) = ra at *
  generalize energy A (xs - x) = ee at *
  generalize inner ℝ (residual A b x) (residual A b x) = rr at *
  -- Kantorovich inequality, from the arithmetic-geometric mean inequality
  have hsq : (ra + m * M * ee) ^ 2 ≤ ((m + M) * rr) ^ 2 :=
    pow_le_pow_left₀ (by positivity) hq 2
  have hK : 4 * m * M / (m + M) ^ 2 * (ra * ee) ≤ rr ^ 2 := by
    rw [div_mul_eq_mul_div, div_le_iff₀ (by positivity)]
    nlinarith [sq_nonneg (ra - m * M * ee)]
  have hqp : 0 < 4 * m * M / (m + M) ^ 2 := by positivity
  rw [hc]
  constructor
  · refine le_of_mul_le_mul_right ?_ hra
    have := mul_le_mul_of_nonneg_left hK hg.le
    linarith
  · have := mul_pos (mul_pos hg hqp) hee
    linarith

/-- With relaxation parameters `θ k` in `(0, 2)` that may change from step to step, the
energy after `n` steps is bounded by the product of the contraction factors. -/
theorem relaxedIter_energy_le [FiniteDimensional ℝ E] {A : E →ₗ[ℝ] E} {m M : ℝ}
    (hA : A.IsSymmetric) (hS : SpectrumIn A m M) (hm : 0 < m) (hmM : m ≤ M)
    {b xs : E} (hx : A xs = b) (x₀ : E) {θ : ℕ → ℝ} (hθ : ∀ k, 0 < θ k ∧ θ k < 2) (n : ℕ) :
    energy A (xs - relaxedIter A b θ x₀ n) ≤
      (∏ k ∈ Finset.range n, contraction m M (θ k)) * energy A (xs - x₀) := by
  have hM : 0 < M := hm.trans_le hmM
  induction n with
  | zero => simp [relaxedIter]
  | succ n ih =>
    have hc : 0 ≤ contraction m M (θ n) := by
      unfold contraction
      rw [sub_nonneg, div_le_one (by positivity)]
      nlinarith [sq_nonneg (m - M), mul_nonneg (mul_pos hm hM).le (sq_nonneg (θ n - 1))]
    have step : energy A (xs - relaxedIter A b θ x₀ (n + 1)) ≤
        contraction m M (θ n) * energy A (xs - relaxedIter A b θ x₀ n) := by
      rw [relaxedIter]
      by_cases hr : residual A b (relaxedIter A b θ x₀ n) = 0
      · -- at the solution the iteration stands still with zero energy
        have hz : energy A (xs - relaxedIter A b θ x₀ n) = 0 := by
          rw [energy, map_sub, hx, ← residual, hr, inner_zero_right]
        rw [relaxedStep, hr, smul_zero, add_zero, hz, mul_zero]
      · exact (relaxed_steepest_descent hA hS hm hmM hx hr (hθ n).1 (hθ n).2).1
    rw [Finset.prod_range_succ]
    have := mul_le_mul_of_nonneg_left ih hc
    linarith

/-- If `0 < m < M` are eigenvalues with unit eigenvectors `u` and `v`, one relaxed step from the
error `M u + m v` multiplies its energy by exactly `contraction m M θ`, for every `θ`. -/
theorem contraction_sharp {A : E →ₗ[ℝ] E} {m M : ℝ} (hA : A.IsSymmetric) (hm : 0 < m)
    (hmM : m < M) {u v : E} (hu : ‖u‖ = 1) (hv : ‖v‖ = 1) (hAu : A u = m • u)
    (hAv : A v = M • v) {b xs x : E} (hx : A xs = b) (he : xs - x = M • u + m • v) (θ : ℝ) :
    energy A (xs - relaxedStep A b θ x) = contraction m M θ * energy A (xs - x) := by
  have hM : 0 < M := hm.trans hmM
  have huu : inner ℝ u u = (1 : ℝ) := by rw [real_inner_self_eq_norm_sq, hu]; norm_num
  have hvv : inner ℝ v v = (1 : ℝ) := by rw [real_inner_self_eq_norm_sq, hv]; norm_num
  -- eigenvectors of different eigenvalues are orthogonal
  have huv : inner ℝ u v = (0 : ℝ) := by
    have h := hA u v
    rw [hAu, hAv, real_inner_smul_left, real_inner_smul_right] at h
    have h' : (m - M) * inner ℝ u v = 0 := by linarith
    exact (mul_eq_zero.1 h').resolve_left (sub_ne_zero.2 hmM.ne)
  have hvu : inner ℝ v u = (0 : ℝ) := by rw [real_inner_comm, huv]
  have hr : residual A b x = (m * M) • u + (m * M) • v := by
    rw [residual, ← hx, ← map_sub, he, map_add, map_smul, map_smul, hAu, hAv]
    module
  have hee : energy A (xs - x) = m * M * (m + M) := by
    rw [he]
    simp only [energy, map_add, map_smul, hAu, hAv, inner_add_left, inner_add_right,
      real_inner_smul_left, real_inner_smul_right, huu, hvv, huv, hvu]
    ring
  have hra : energy A (residual A b x) = m ^ 2 * M ^ 2 * (m + M) := by
    rw [hr]
    simp only [energy, map_add, map_smul, hAu, hAv, inner_add_left, inner_add_right,
      real_inner_smul_left, real_inner_smul_right, huu, hvv, huv, hvu]
    ring
  have hrr : inner ℝ (residual A b x) (residual A b x) = 2 * m ^ 2 * M ^ 2 := by
    rw [hr]
    simp only [inner_add_left, inner_add_right,
      real_inner_smul_left, real_inner_smul_right, huu, hvv, huv, hvu]
    ring
  have hne : m ^ 2 * M ^ 2 * (m + M) ≠ 0 := by positivity
  have gain := energy_gain hA hx x (by rw [hra]; exact hne) θ
  rw [hra, hrr, hee] at gain
  rw [hee]
  apply mul_right_cancel₀ hne
  have hc : contraction m M θ * (m * M * (m + M)) * (m ^ 2 * M ^ 2 * (m + M))
      = m * M * (m + M) * (m ^ 2 * M ^ 2 * (m + M))
        - θ * (2 - θ) * (2 * m ^ 2 * M ^ 2) ^ 2 := by
    have hs : m + M ≠ 0 := by positivity
    unfold contraction
    field_simp
    ring
  linarith

end

end RelaxedSteepestDescent
```

```lean
#print axioms RelaxedSteepestDescent.energy_decreases_iff
#print axioms RelaxedSteepestDescent.relaxed_steepest_descent
#print axioms RelaxedSteepestDescent.relaxedIter_energy_le
#print axioms RelaxedSteepestDescent.contraction_sharp
```

```
'RelaxedSteepestDescent.energy_decreases_iff' depends on axioms: [propext, Classical.choice, Quot.sound]
'RelaxedSteepestDescent.relaxed_steepest_descent' depends on axioms: [propext, Classical.choice, Quot.sound]
'RelaxedSteepestDescent.relaxedIter_energy_le' depends on axioms: [propext, Classical.choice, Quot.sound]
'RelaxedSteepestDescent.contraction_sharp' depends on axioms: [propext, Classical.choice, Quot.sound]
```

## How the lemmas follow the calculation

`exists_eigenbasis` takes the eigenbasis from Mathlib's spectral theorem for symmetric operators. `spectral_bounds` expands the inner products in it and compares the sums mode by mode. In the second inequality, `nlinarith` receives the nonnegative product $l_i(M-l_i)(l_i-m)c_i^2$ as a hint.

`energy_along` is the quadratic in $t$; its closing `linear_combination` uses the symmetry relation for the cross term. `lineStep_minimises` completes the square, with $\langle r,Ar\rangle(t-\alpha)^2\ge0$ as the deciding term. `energy_gain` states the energy drop multiplied by $\langle r,Ar\rangle$, so that `ring` can finish without a fraction. From it, `energy_decreases_iff` strips off positive factors until only the sign of $\theta(2-\theta)$ is left. These four lemmas assume that $A$ is symmetric and that $Ax_s=b$, but they need neither finite dimension nor spectral bounds; where necessary, they assume directly that $\langle r,Ar\rangle$ is positive or nonzero.

In `relaxed_steepest_descent`, the local fact `pos` gives positive energy for nonzero vectors. The `generalize` lines then replace $\langle r,Ar\rangle$, $\langle e,Ae\rangle$ and $\langle r,r\rangle$ by the real numbers `ra`, `ee` and `rr`. What remains is scalar algebra: `hsq` squares the spectral inequality, `hK` is the Kantorovich inequality, and cancelling the positive `ra` gives the bound.

`relaxedIter_energy_le` is an induction on the number of steps. It proves the factor nonnegative in `hc` and treats a zero residual as a separate case. `contraction_sharp` first derives the orthogonality of $u$ and $v$ from the symmetry of $A$ and their different eigenvalues, then computes the three inner products above, inserts them into `energy_gain` and cancels the common nonzero factor.
